# When the eliminated block is invertible, an operator is invertible exactly if its Feshbach operator is invertible on the model space

An energy-dependent effective Hamiltonian could have solutions that belong to no state of the full system, or could miss an eigenvalue, if nothing tied the energies at which $E-H_{\mathrm{eff}}(E)$ has no inverse on the model space to the spectrum of the full Hamiltonian $H$. For a Hamiltonian that is a matrix or a bounded operator, the theorems below supply that tie at every energy $E$ where the eliminated block of $E-H$ can be inverted.

```lean
import Mathlib

namespace FeshbachInvertibility

variable {A : Type*} [Ring A]

/-- `R` lives in the complementary space `Q = 1 - P` and inverts the block `QMQ` there. -/
structure IsReducedResolvent (P M R : A) : Prop where
  block : (1 - P) * R * (1 - P) = R
  left : R * ((1 - P) * M * (1 - P)) = 1 - P
  right : (1 - P) * M * (1 - P) * R = 1 - P

/-- `K` lives in the model space of `P` and inverts `F` there, with `P` as the unit. -/
structure IsCornerInverse (P F K : A) : Prop where
  block : P * K * P = K
  left : K * F = P
  right : F * K = P

/-- The Feshbach operator `F = PMP - PMRMP`. -/
def feshbach (P M R : A) : A := P * M * P - P * M * R * M * P

/-- The right dressing operator `P - RMP`. When `P` is idempotent and `R` is the reduced resolvent,
it adds a `Q` component to a model vector. -/
def dressRight (P M R : A) : A := P - R * M * P

/-- The left dressing operator `P - PMR`. -/
def dressLeft (P M R : A) : A := P - P * M * R

/-- The candidate for the full inverse of `M`, assembled from `R` and a model-space operator `K`. -/
def fullInverse (P M R K : A) : A := R + dressRight P M R * K * dressLeft P M R

/-- The energy-dependent effective Hamiltonian `PHP + PHRHP`, where `R` is the reduced resolvent
at the chosen energy. -/
def effectiveHamiltonian (P H R : A) : A := P * H * P + P * H * R * H * P

/-- For idempotent `P`, the reduced resolvent `R` has no model-space part, and its products with
`M` are `MR = Q + PMR` and `RM = Q + RMP`. -/
theorem reduced_relations {P M R : A} (hP : P * P = P) (h : IsReducedResolvent P M R) :
    P * R = 0 ∧ R * P = 0 ∧ M * R = 1 - P + P * M * R ∧ R * M = 1 - P + R * M * P := by
  have hPR : P * R = 0 := by
    calc P * R = P * ((1 - P) * R * (1 - P)) := by rw [h.block]
      _ = (P - P * P) * R * (1 - P) := by noncomm_ring
      _ = 0 := by rw [hP, sub_self, zero_mul, zero_mul]
  have hRP : R * P = 0 := by
    calc R * P = ((1 - P) * R * (1 - P)) * P := by rw [h.block]
      _ = (1 - P) * R * (P - P * P) := by noncomm_ring
      _ = 0 := by rw [hP, sub_self, mul_zero]
  have h1 : (1 - P) * M * R = 1 - P := by
    calc (1 - P) * M * R = (1 - P) * M * (1 - P) * R + (1 - P) * M * (P * R) := by noncomm_ring
      _ = 1 - P := by rw [h.right, hPR, mul_zero, add_zero]
  have h2 : R * M * (1 - P) = 1 - P := by
    calc R * M * (1 - P) = R * ((1 - P) * M * (1 - P)) + (R * P) * M * (1 - P) := by noncomm_ring
      _ = 1 - P := by rw [h.left, hRP, zero_mul, zero_mul, add_zero]
  refine ⟨hPR, hRP, ?_, ?_⟩
  · rw [← h1]; noncomm_ring
  · rw [← h2]; noncomm_ring

/-- For idempotent `P` and reduced resolvent `R`, the dressing operators turn `M` into the
Feshbach operator: `M(P - RMP) = F` and `(P - PMR)M = F`. -/
theorem dressing_intertwines {P M R : A} (hP : P * P = P) (h : IsReducedResolvent P M R) :
    M * dressRight P M R = feshbach P M R ∧ dressLeft P M R * M = feshbach P M R := by
  obtain ⟨-, -, hMR, hRM⟩ := reduced_relations hP h
  constructor
  · calc M * dressRight P M R = M * P - (M * R) * M * P := by
          unfold dressRight; noncomm_ring
      _ = feshbach P M R := by rw [hMR]; unfold feshbach; noncomm_ring
  · calc dressLeft P M R * M = P * M - P * M * (R * M) := by
          unfold dressLeft; noncomm_ring
      _ = feshbach P M R := by rw [hRM]; unfold feshbach; noncomm_ring

/-- For idempotent `P` and reduced resolvent `R`, a model-space inverse `K` of the Feshbach
operator yields the full inverse `M⁻¹ = R + (P - RMP) K (P - PMR)`. -/
theorem fullInverse_spec {P M R K : A} (hP : P * P = P) (h : IsReducedResolvent P M R)
    (hK : IsCornerInverse P (feshbach P M R) K) :
    M * fullInverse P M R K = 1 ∧ fullInverse P M R K * M = 1 := by
  obtain ⟨-, -, hMR, hRM⟩ := reduced_relations hP h
  obtain ⟨hR, hL⟩ := dressing_intertwines hP h
  have hPL : P * dressLeft P M R = dressLeft P M R := by
    simp only [dressLeft, mul_sub, ← mul_assoc, hP]
  have hRP : dressRight P M R * P = dressRight P M R := by
    simp only [dressRight, sub_mul, mul_assoc, hP]
  constructor
  · calc M * fullInverse P M R K
        = M * R + (M * dressRight P M R) * K * dressLeft P M R := by
          simp only [fullInverse, mul_add, mul_assoc]
      _ = 1 - P + P * M * R + dressLeft P M R := by rw [hMR, hR, hK.right, hPL]
      _ = 1 := by unfold dressLeft; abel
  · calc fullInverse P M R K * M
        = R * M + dressRight P M R * (K * (dressLeft P M R * M)) := by
          simp only [fullInverse, add_mul, mul_assoc]
      _ = 1 - P + R * M * P + dressRight P M R := by rw [hL, hK.left, hRP, ← hRM]
      _ = 1 := by unfold dressRight; abel

/-- For idempotent `P` and reduced resolvent `R`, the operator `M` is invertible exactly when its
Feshbach operator is invertible in the model space, and that inverse is then `P M⁻¹ P`. -/
theorem isUnit_iff_feshbach {P M R : A} (hP : P * P = P) (h : IsReducedResolvent P M R) :
    (IsUnit M ↔ ∃ K, IsCornerInverse P (feshbach P M R) K) ∧
      ∀ G K, M * G = 1 → IsCornerInverse P (feshbach P M R) K → K = P * G * P := by
  obtain ⟨hPR, hRP, -, -⟩ := reduced_relations hP h
  obtain ⟨hR, hL⟩ := dressing_intertwines hP h
  have hLP : dressLeft P M R * P = P := by
    simp only [dressLeft, sub_mul, mul_assoc, hRP, mul_zero, sub_zero, hP]
  have hPd : P * dressRight P M R = P := by
    simp only [dressRight, mul_sub, ← mul_assoc, hPR, zero_mul, sub_zero, hP]
  have hFP : feshbach P M R * P = feshbach P M R := by
    simp only [feshbach, sub_mul, mul_assoc, hP]
  have hPF : P * feshbach P M R = feshbach P M R := by
    simp only [feshbach, mul_sub, ← mul_assoc, hP]
  refine ⟨⟨fun hM => ?_, fun ⟨K, hK⟩ => ?_⟩, fun G K hG hK => ?_⟩
  · -- compress the full inverse to the model space
    obtain ⟨G, hMG, hGM⟩ := isUnit_iff_exists.mp hM
    refine ⟨P * G * P, ?_, ?_, ?_⟩
    · calc P * (P * G * P) * P = (P * P) * G * (P * P) := by simp only [mul_assoc]
        _ = P * G * P := by rw [hP]
    · calc P * G * P * feshbach P M R = P * G * (P * feshbach P M R) := by
            simp only [mul_assoc]
        _ = P * (G * M) * dressRight P M R := by rw [hPF, ← hR]; simp only [mul_assoc]
        _ = P := by rw [hGM, mul_one, hPd]
    · calc feshbach P M R * (P * G * P) = (feshbach P M R * P) * G * P := by
            simp only [mul_assoc]
        _ = dressLeft P M R * (M * G) * P := by rw [hFP, ← hL]; simp only [mul_assoc]
        _ = P := by rw [hMG, mul_one, hLP]
  · -- rebuild the full inverse from the model space
    exact isUnit_iff_exists.mpr ⟨fullInverse P M R K, fullInverse_spec hP h hK⟩
  · have hKP : K * P = K := by
      calc K * P = (P * K * P) * P := by rw [hK.block]
        _ = P * K * (P * P) := by simp only [mul_assoc]
        _ = K := by rw [hP, hK.block]
    symm
    calc P * G * P = (K * feshbach P M R) * G * P := by rw [hK.left]
      _ = K * (dressLeft P M R * (M * G) * P) := by rw [← hL]; simp only [mul_assoc]
      _ = K := by rw [hG, mul_one, hLP, hKP]

/-- For idempotent `P` and reduced resolvent `R`, a vector satisfies `Mx = 0` exactly when
`Fx = 0` and `x` is recovered from its model part by `x = (P - RMP)x`. -/
theorem null_vector_iff {V : Type*} [AddCommGroup V] [Module A V] {P M R : A}
    (hP : P * P = P) (h : IsReducedResolvent P M R) (x : V) :
    M • x = 0 ↔ feshbach P M R • x = 0 ∧ dressRight P M R • x = x := by
  obtain ⟨-, -, -, hRM⟩ := reduced_relations hP h
  obtain ⟨hR, hL⟩ := dressing_intertwines hP h
  constructor
  · intro hx
    have hd : dressRight P M R = 1 - R * M := by
      rw [hRM]; unfold dressRight; abel
    exact ⟨by rw [← hL, mul_smul, hx, smul_zero],
      by rw [hd, sub_smul, one_smul, mul_smul, hx, smul_zero, sub_zero]⟩
  · rintro ⟨hF, hx⟩
    rw [← hx, ← mul_smul, hR, hF]

/-- Let `P` be idempotent and `R` the reduced resolvent of `E - H`. Then `E` is in the spectrum
of `H` exactly when `E P - H_eff(E)` has no inverse in the model space. -/
theorem mem_spectrum_iff {𝕜 : Type*} [CommRing 𝕜] [Algebra 𝕜 A] {P H R : A} {E : 𝕜}
    (hP : P * P = P) (h : IsReducedResolvent P (algebraMap 𝕜 A E - H) R) :
    E ∈ spectrum 𝕜 H ↔ ¬ ∃ K, IsCornerInverse P (E • P - effectiveHamiltonian P H R) K := by
  obtain ⟨hPR, hRP, -, -⟩ := reduced_relations hP h
  -- the scalar E drops out of the couplings between the two spaces
  have key (X Y : A) : X * (algebraMap 𝕜 A E - H) * Y = E • (X * Y) - X * H * Y := by
    rw [Algebra.algebraMap_eq_smul_one, mul_sub, sub_mul, mul_smul_comm, mul_one,
      smul_mul_assoc]
  have hF : feshbach P (algebraMap 𝕜 A E - H) R = E • P - effectiveHamiltonian P H R := by
    have h1 : P * H * R * (algebraMap 𝕜 A E - H) * P = -(P * H * R * H * P) := by
      rw [key, mul_assoc (P * H) R P, hRP, mul_zero, smul_zero, zero_sub]
    unfold feshbach effectiveHamiltonian
    rw [key P P, key P R, hP, hPR, smul_zero, zero_sub, neg_mul, neg_mul, h1, neg_neg, sub_sub]
  rw [spectrum.mem_iff, (isUnit_iff_feshbach hP h).1, hF]

/-- The rational matrix `M = [[5,2],[2,2]]`, with `P` the projector on the first basis vector,
`R = diag(0,1/2)` and `K = diag(1/3,0)`, satisfies all the partitioning relations. -/
theorem partitioning_witness :
    let P : Matrix (Fin 2) (Fin 2) ℚ := !![1, 0; 0, 0]
    let M : Matrix (Fin 2) (Fin 2) ℚ := !![5, 2; 2, 2]
    let R : Matrix (Fin 2) (Fin 2) ℚ := !![0, 0; 0, 1 / 2]
    let K : Matrix (Fin 2) (Fin 2) ℚ := !![1 / 3, 0; 0, 0]
    P * P = P ∧ IsReducedResolvent P M R ∧ IsCornerInverse P (feshbach P M R) K := by
  intro P M R K
  refine ⟨?_, ⟨?_, ?_, ?_⟩, ⟨?_, ?_, ?_⟩⟩ <;> ext i j <;> fin_cases i <;> fin_cases j <;>
    norm_num [P, M, R, K, feshbach, Matrix.mul_apply, Fin.sum_univ_two, Matrix.one_apply]

end FeshbachInvertibility
```

```lean
#print axioms FeshbachInvertibility.isUnit_iff_feshbach
#print axioms FeshbachInvertibility.null_vector_iff
#print axioms FeshbachInvertibility.mem_spectrum_iff
```

```
'FeshbachInvertibility.isUnit_iff_feshbach' depends on axioms: [propext]
'FeshbachInvertibility.null_vector_iff' depends on axioms: [propext]
'FeshbachInvertibility.mem_spectrum_iff' depends on axioms: [propext, Quot.sound]
```

## Two block inverses in a ring

The setting is a ring $A$, which may be noncommutative: square matrices over a field, say, or the bounded operators on a Hilbert space. An element $P$ with $P^2=P$ projects onto the model space, and $Q=1-P$ projects onto the space to be eliminated. The code writes `1 - P` throughout. Nothing requires $P$ or $M$ to be Hermitian, so oblique projectors are allowed.

`IsReducedResolvent P M R` says that $R=QRQ$ and that
$$R\,(QMQ)=Q=(QMQ)\,R .$$
Thus $R$ is the inverse of the block $QMQ$, with $Q$ playing the part of the identity. This is the central hypothesis: it is assumed, not derived.

`IsCornerInverse P F K` says the same for the model space: $K=PKP$ and $KF=P=FK$. The operator $F$ to be inverted is `feshbach P M R`,
$$F=PMP-PMRMP ,$$
which for matrices is the Schur complement of the eliminated block.

The main theorem, `isUnit_iff_feshbach`, has two parts. First, $M$ has a two-sided inverse in $A$ if and only if some $K$ inverts $F$ in the model space. Second, if $MG=1$ and $K$ is such an inverse, then $K=PGP$. The inverse of $F$ is therefore the model-space block of $M^{-1}$. `fullInverse_spec` adds an explicit formula that rebuilds all of $M^{-1}$ from $K$ and $R$.

## Effective Hamiltonians and lost components

Take $M=E-H$, written `algebraMap 𝕜 A E - H`, where $E$ is a scalar and $H$ the Hamiltonian. Then $R$ is the resolvent of the eliminated block at energy $E$, and `effectiveHamiltonian P H R` is
$$H_{\mathrm{eff}}(E)=PHP+PHRHP .$$
The second term describes an excursion from the model space into $Q$, propagation there, and return. `mem_spectrum_iff` states that $E$ is in the spectrum of $H$ exactly when $EP-H_{\mathrm{eff}}(E)$ has no inverse in the model space. For a finite Hamiltonian matrix over a field, such as a configuration-interaction matrix, this means that, once $R$ is known at the energy $E$, the eigenvalue condition can be tested in the small space, provided that $E$ is not an eigenvalue of the eliminated block.

That proviso matters. If $P$ and $Q$ are uncoupled, an eigenvector of $H$ lying wholly in $Q$ has no model component, and the small problem need not show its eigenvalue. At that energy no $R$ exists, and the theorem makes no statement. The same happens when $E$ lies in a continuum of the eliminated block, as in scattering with open channels in $Q$. Unbounded Hamiltonians, which are not elements of such a ring, and approximate choices of $R$ also lie beyond these theorems.

`null_vector_iff` treats the states themselves. For a vector $x$ in any module on which $A$ acts, $Mx=0$ holds exactly when
$$Fx=0\quad\text{and}\quad x=(P-RMP)x .$$
The first condition involves only the model part $Px$, since $F=FP$. The second restores the $Q$ component, which is $-RMPx$, or $RHPx$ when $M=E-H$.

## From the block relations to the full inverse

Since $PQ=QP=0$ and $R=QRQ$, we have $PR=RP=0$. Inserting $1=P+Q$ next to $R$ gives
$$QMR=QMQR+QMPR=Q,\qquad RMQ=RQMQ+RPMQ=Q .$$
Adding the remaining components yields
$$MR=Q+PMR,\qquad RM=Q+RMP .$$
Together with $PR=0$ and $RP=0$, these two relations are the four conclusions of `reduced_relations`. In its `calc` chains, `noncomm_ring` regroups products without commuting factors, and `rw` inserts the hypotheses.

Now define the two dressing operators, `dressRight` and `dressLeft`:
$$\Omega=P-RMP,\qquad \tilde\Omega=P-PMR .$$
The relations just found give
$$M\Omega=MP-(Q+PMR)MP=PMP-PMRMP=F,$$
$$\tilde\Omega M=PM-PM(Q+RMP)=PMP-PMRMP=F .$$
This is `dressing_intertwines`. Four short identities follow from $P^2=P$ and $PR=RP=0$:
$$\Omega P=\Omega,\qquad P\tilde\Omega=\tilde\Omega,\qquad P\Omega=P,\qquad \tilde\Omega P=P .$$

Suppose that $K$ inverts $F$ in the model space. The candidate `fullInverse` is $R+\Omega K\tilde\Omega$, and
$$M(R+\Omega K\tilde\Omega)=MR+FK\tilde\Omega=Q+PMR+P\tilde\Omega=Q+P=1,$$
$$(R+\Omega K\tilde\Omega)M=RM+\Omega KF=Q+RMP+\Omega P=Q+P=1 .$$
`fullInverse_spec` follows these two lines, and `abel` performs the final cancellation of the coupling terms.

## From the full inverse back to the model space

Conversely, let $MG=GM=1$ and put $K=PGP$, which clearly satisfies $PKP=K$. Because $PF=F=FP$,
$$KF=PGF=PGM\Omega=P\Omega=P,$$
$$FK=FGP=\tilde\Omega MGP=\tilde\Omega P=P .$$
This proves the other direction of `isUnit_iff_feshbach`. The lemmas `hPF` and `hFP` in its proof absorb the projectors, while `hPd` and `hLP` supply the last equality in each line.

For the identification of $K$, only the right-inverse relation $MG=1$ is needed. Any model-space inverse $K$ of $F$ satisfies
$$PGP=KFGP=K\tilde\Omega MGP=K\tilde\Omega P=KP=K .$$
The final `calc` block makes the same substitutions.

## Null vectors and the energy

The relation $RM=Q+RMP$ also gives $\Omega=1-RM$. If $Mx=0$, then $\Omega x=x$ and $Fx=\tilde\Omega Mx=0$. If instead $Fx=0$ and $\Omega x=x$, then $Mx=M\Omega x=Fx=0$. In `null_vector_iff`, `mul_smul` converts a product acting on $x$ into two successive actions.

For the spectral statement, the scalar $E$ drops out of the couplings because $PR=RP=0$:
$$P(E-H)R=-PHR,\qquad R(E-H)P=-RHP .$$
The two minus signs cancel in the product, while $P(E-H)P=EP-PHP$. Hence
$$F=EP-PHP-PHRHP=EP-H_{\mathrm{eff}}(E).$$
The auxiliary identity `key` expands $X(E-H)Y$, and `hF` assembles this expression. By definition, $E$ belongs to the spectrum when $E-H$ is not invertible, so the equivalence already proved finishes the argument.

## A coupled two-level matrix

`partitioning_witness` checks the hypotheses on
$$M=\begin{pmatrix}5&2\\2&2\end{pmatrix},\qquad P=\begin{pmatrix}1&0\\0&0\end{pmatrix}.$$
The eliminated block is the number $2$, so $R=\mathrm{diag}(0,\tfrac12)$. The model-space entry of $F$ is $5-2\cdot\tfrac12\cdot2=3$, and $K=\mathrm{diag}(\tfrac13,0)$. The rebuilding formula then gives
$$M^{-1}=\begin{pmatrix}\tfrac13&-\tfrac13\\-\tfrac13&\tfrac56\end{pmatrix},$$
whose upper-left entry is the $\tfrac13$ in $K$. The Lean proof verifies the projector and block-inverse relations entry by entry with `fin_cases` and `norm_num`; the displayed inverse comes from inserting these matrices into $R+\Omega K\tilde\Omega$.
